# Wrapping the equal-time Green function through invertible time slices

A sweep of finite-temperature, grand-canonical determinant Monte Carlo may need the equal-time Green function at every time slice. Evaluating it directly from its definition takes a product of all slice propagators and a matrix inversion at each slice. If the propagators are invertible and repeat periodically, and the matrix to be inverted has nonzero determinant, conjugation by a single propagator gives the next Green function from the current one. The result concerns a fixed auxiliary-field configuration, in which the fermions are non-interacting and live on finitely many orbitals.

## Slices, products and Green functions

Let $B_0,B_1,\dots$ be square matrices over a field, for instance $\mathbb R$ or $\mathbb C$. In Lean, `n` is the finite set of orbitals, `K` the field and `B l` the propagator $B_l$.

```lean
import Mathlib

open Matrix

namespace GreenFunctionWrapping

noncomputable section

variable {n K : Type*} [Fintype n] [DecidableEq n] [Field K]
```

Write $P_s^{(k)}=B_{s+k-1}\cdots B_s$ for the product of $k$ propagators starting at slice $s$, with later slices on the left and $P_s^{(0)}=I$. This is `sliceProduct B s k`.

```lean
/-- The ordered product `B (s+k-1) * ... * B (s+1) * B s` of `k` successive slice
propagators, starting at slice `s`, with later slices on the left. -/
def sliceProduct (B : ℕ → Matrix n n K) (s : ℕ) : ℕ → Matrix n n K
  | 0 => 1
  | k + 1 => B (s + k) * sliceProduct B s k
```

For a lattice of $L$ slices, the equal-time Green function is $G_s=(I+P_s^{(L)})^{-1}$, whose entries are the grand-canonical averages $\langle c_i c_j^\dagger\rangle$ in the fixed field, with the chemical potential included in the propagators. The rightmost factor is $B_s$, so $G_s$ belongs to the time just before $B_s$ acts.

```lean
/-- The equal-time Green function at slice `s` of a lattice with `L` time slices:
the inverse of one plus the product of `L` slice propagators starting at `s`. -/
def green (B : ℕ → Matrix n n K) (L s : ℕ) : Matrix n n K :=
  (1 + sliceProduct B s L)⁻¹
```

## (a) Exchanging two factors

**Task.** Let $B$ and $I+AB$ be invertible. Show that $I+BA$ has the same determinant as $I+AB$, is invertible, and has inverse $B(I+AB)^{-1}B^{-1}$.

**Solution.** Multiplying out gives
$$(I+BA)B=B+BAB=B(I+AB).$$
Taking determinants and cancelling $\det B\neq0$ gives $\det(I+BA)=\det(I+AB)\neq0$, so $I+BA$ is invertible. The same relation yields
$$(I+BA)\,B(I+AB)^{-1}B^{-1}=B(I+AB)(I+AB)^{-1}B^{-1}=I.$$
For square matrices a right inverse is the inverse.

Invertibility of $B$ matters: for the $1\times1$ matrices $B=0$, $A=1$, the left side $(I+BA)^{-1}$ is $1$, while any product beginning with $B$ is $0$.

In Lean, `IsUnit B.det` says that $\det B\ne0$. Since Mathlib assigns the value zero to the inverse of a singular matrix, the separate conclusion `IsUnit (1 + B * A).det` is what makes the inverse a genuine one. The proof takes the determinant equality from `Matrix.det_one_add_mul_comm`, which does not need $B$ to be invertible; `move` is the displayed rearrangement, and the last line cancels the two inverse pairs.

```lean
/-- Wrapping identity: if `B` and `1 + A B` are invertible, then `1 + B A` has the same
determinant, is invertible, and its inverse is `(1 + A B)⁻¹` conjugated by `B`. -/
theorem wrap (A B : Matrix n n K) (hB : IsUnit B.det) (h : IsUnit (1 + A * B).det) :
    (1 + B * A).det = (1 + A * B).det ∧ IsUnit (1 + B * A).det ∧
      (1 + B * A)⁻¹ = B * (1 + A * B)⁻¹ * B⁻¹ := by
  have hdet : (1 + B * A).det = (1 + A * B).det := Matrix.det_one_add_mul_comm B A
  refine ⟨hdet, by rw [hdet]; exact h, Matrix.inv_eq_right_inv ?_⟩
  -- move the factor `B` to the left through `1 + B A`
  have move : (1 + B * A) * (B * (1 + A * B)⁻¹ * B⁻¹)
      = B * ((1 + A * B) * (1 + A * B)⁻¹) * B⁻¹ := by
    simp only [add_mul, mul_add, one_mul, mul_assoc]
  rw [move, Matrix.mul_nonsing_inv _ h, mul_one, Matrix.mul_nonsing_inv _ hB]
```

## (b) A singular propagator does not fit the formula

**Task.** Suppose $I+BA$ is invertible and $(I+BA)^{-1}=B(I+AB)^{-1}X$ for some matrix $X$. Show that $B$ is invertible.

**Solution.** Multiply on the right by $I+BA$:
$$I=B\,\bigl[(I+AB)^{-1}X(I+BA)\bigr].$$
The bracket is a right inverse of the square matrix $B$, so $B$ is invertible. Replacing $B^{-1}$ by some other matrix therefore does not rescue the formula for a singular slice.

The Lean equation `e` is this display, and `Matrix.isUnit_det_of_right_inverse` draws the conclusion.

```lean
/-- If `1 + B A` is invertible and its inverse can be written as `B (1 + A B)⁻¹ X` with
some matrix `X`, then the slice propagator `B` is invertible. -/
theorem isUnit_of_wrap (A B X : Matrix n n K) (h : IsUnit (1 + B * A).det)
    (hX : (1 + B * A)⁻¹ = B * (1 + A * B)⁻¹ * X) : IsUnit B.det := by
  -- the remaining factors provide a right inverse of `B`
  have e : B * ((1 + A * B)⁻¹ * X * (1 + B * A)) = 1 := by
    calc B * ((1 + A * B)⁻¹ * X * (1 + B * A))
        = (B * (1 + A * B)⁻¹ * X) * (1 + B * A) := by simp only [mul_assoc]
      _ = 1 := by rw [← hX, Matrix.nonsing_inv_mul _ h]
  exact Matrix.isUnit_det_of_right_inverse e
```

## (c) Splitting off the earliest slice

**Task.** Show that $P_s^{(k+1)}=P_{s+1}^{(k)}B_s$.

**Solution.** Use induction on $k$. For $k=0$ both sides are $B_s$. If the claim holds for $k$, then
$$P_s^{(k+2)}=B_{s+k+1}P_s^{(k+1)}=B_{s+1+k}P_{s+1}^{(k)}B_s=P_{s+1}^{(k+1)}B_s.$$

The definition adds factors on the left; this lemma exposes the one on the right. It needs neither periodicity nor invertibility. In the Lean induction step, `change` unfolds the outer factors and `ih` supplies the middle equality.

```lean
/-- The earliest slice propagator can be split off on the right of an ordered product. -/
theorem sliceProduct_succ_right (B : ℕ → Matrix n n K) (s k : ℕ) :
    sliceProduct B s (k + 1) = sliceProduct B (s + 1) k * B s := by
  induction k with
  | zero => simp [sliceProduct]
  | succ k ih =>
    change B (s + (k + 1)) * sliceProduct B s (k + 1)
      = B (s + 1 + k) * sliceProduct B (s + 1) k * B s
    rw [ih, mul_assoc, show s + (k + 1) = s + 1 + k by omega]
```

## (d) Products of invertible slices

**Task.** Show that $P_s^{(k)}$ is invertible if every $B_l$ is.

**Solution.** The empty product has determinant $1$. Each further factor multiplies the determinant by a nonzero number, because
$$\det P_s^{(k+1)}=\det B_{s+k}\,\det P_s^{(k)}.$$

The Lean proof is the same induction, with `Matrix.det_mul` for the product rule.

```lean
/-- An ordered product of invertible slice propagators is invertible. -/
theorem isUnit_det_sliceProduct (B : ℕ → Matrix n n K) (hB : ∀ l, IsUnit (B l).det)
    (s k : ℕ) : IsUnit (sliceProduct B s k).det := by
  induction k with
  | zero => simp [sliceProduct]
  | succ k ih =>
    rw [sliceProduct, Matrix.det_mul]
    exact (hB _).mul ih
```

## (e) Advancing by one slice

**Task.** Let $B_{l+L}=B_l$ for all $l$, and let $B_s$ and $I+P_s^{(L)}$ be invertible. Show that $I+P_{s+1}^{(L)}$ has the same determinant as $I+P_s^{(L)}$, is invertible, and that $G_{s+1}=B_sG_sB_s^{-1}$.

**Solution.** By (c) and periodicity,
$$P_{s+1}^{(L)}B_s=P_s^{(L+1)}=B_{s+L}P_s^{(L)}=B_sP_s^{(L)}.$$
Set $A=P_s^{(L)}B_s^{-1}$. Then
$$AB_s=P_s^{(L)},\qquad B_sA=B_sP_s^{(L)}B_s^{-1}=P_{s+1}^{(L)}.$$
Part (a), with $B=B_s$, gives all three claims.

The hypothesis `hper` expresses the cyclic labelling of slices that comes from the thermal trace. Without it the update can fail: for $L=1$ and the $1\times1$ propagators $B_0=1$, $B_1=2$ over $\mathbb Q$, one has $G_0=1/2$ and $G_1=1/3$, but conjugation leaves $1/2$ unchanged.

In the code, `hc` is the exchange relation, `h1` and `h2` are the two products with $A$, and `key` is the application of `wrap`.

```lean
/-- One-slice update on a periodic time lattice: if `B s` and `1 + sliceProduct B s L` are
invertible, then `1 + sliceProduct B (s + 1) L` has the same determinant as the latter and is
invertible, and the Green function at `s + 1` is the one at `s` conjugated by `B s`. -/
theorem green_succ (B : ℕ → Matrix n n K) (L : ℕ) (hper : ∀ l, B (l + L) = B l)
    (s : ℕ) (hB : IsUnit (B s).det) (h : IsUnit (1 + sliceProduct B s L).det) :
    (1 + sliceProduct B (s + 1) L).det = (1 + sliceProduct B s L).det ∧
      IsUnit (1 + sliceProduct B (s + 1) L).det ∧
      green B L (s + 1) = B s * green B L s * (B s)⁻¹ := by
  -- periodicity exchanges the two neighbouring cyclic products
  have hc : sliceProduct B (s + 1) L * B s = B s * sliceProduct B s L := by
    rw [← sliceProduct_succ_right, sliceProduct, hper]
  have h1 : sliceProduct B s L * (B s)⁻¹ * B s = sliceProduct B s L := by
    rw [mul_assoc, Matrix.nonsing_inv_mul _ hB, mul_one]
  have h2 : B s * (sliceProduct B s L * (B s)⁻¹) = sliceProduct B (s + 1) L := by
    rw [← mul_assoc, ← hc, mul_assoc, Matrix.mul_nonsing_inv _ hB, mul_one]
  have key := wrap (sliceProduct B s L * (B s)⁻¹) (B s) hB (by rw [h1]; exact h)
  rw [h1, h2] at key
  exact key
```

## (f) Advancing by any number of slices

**Task.** Let all $B_l$ be invertible and periodic with period $L$, and let $I+P_s^{(L)}$ be invertible. Show that after $k$ slices the determinant is unchanged, the new matrix is invertible, and
$$G_{s+k}=P_s^{(k)}G_s\bigl(P_s^{(k)}\bigr)^{-1},\qquad \operatorname{tr}G_{s+k}=\operatorname{tr}G_s.$$

**Solution.** For $k=0$ nothing changes. If the first three claims hold for $k$, part (e) at slice $s+k$ preserves the determinant and invertibility, and gives
$$G_{s+k+1}=B_{s+k}P_s^{(k)}G_s\bigl(P_s^{(k)}\bigr)^{-1}B_{s+k}^{-1}
=P_s^{(k+1)}G_s\bigl(P_s^{(k+1)}\bigr)^{-1}.$$
By (d) the conjugating product is invertible, so cyclicity of the trace gives
$$\operatorname{tr}G_{s+k}=\operatorname{tr}\bigl[(P_s^{(k)})^{-1}P_s^{(k)}G_s\bigr]=\operatorname{tr}G_s.$$

Physically, $\operatorname{tr}G_s$ is the number of orbitals minus the mean particle number in the fixed field, so that mean is the same at every slice. The identities assume exact arithmetic and give no bound on the rounding error of repeated wrapping.

In Lean, `main` contains the induction, with `green_succ` as its step and `Matrix.mul_inv_rev` reversing the inverse of the product. The final rewrite is the trace calculation.

```lean
/-- Propagation over `k` slices of a periodic time lattice: if all slice propagators and `1 +
sliceProduct B s L` are invertible, then `1 + sliceProduct B (s + k) L` has the same determinant as
the latter and is invertible, the Green function is conjugated by the ordered product of the slices
passed, and its trace is unchanged. -/
theorem green_propagate (B : ℕ → Matrix n n K) (L : ℕ) (hper : ∀ l, B (l + L) = B l)
    (hB : ∀ l, IsUnit (B l).det) (s : ℕ)
    (h : IsUnit (1 + sliceProduct B s L).det) (k : ℕ) :
    (1 + sliceProduct B (s + k) L).det = (1 + sliceProduct B s L).det ∧
      IsUnit (1 + sliceProduct B (s + k) L).det ∧
      green B L (s + k) = sliceProduct B s k * green B L s * (sliceProduct B s k)⁻¹ ∧
      (green B L (s + k)).trace = (green B L s).trace := by
  have main : (1 + sliceProduct B (s + k) L).det = (1 + sliceProduct B s L).det ∧
      IsUnit (1 + sliceProduct B (s + k) L).det ∧
      green B L (s + k)
        = sliceProduct B s k * green B L s * (sliceProduct B s k)⁻¹ := by
    induction k with
    | zero => exact ⟨rfl, h, by simp [sliceProduct]⟩
    | succ k ih =>
      -- wrap once more, from slice `s + k` to slice `s + k + 1`
      have st := green_succ B L hper (s + k) (hB _) ih.2.1
      refine ⟨st.1.trans ih.1, st.2.1, st.2.2.trans ?_⟩
      rw [ih.2.2, sliceProduct, Matrix.mul_inv_rev]
      simp only [mul_assoc]
  refine ⟨main.1, main.2.1, main.2.2, ?_⟩
  -- the trace is invariant under conjugation
  rw [main.2.2, Matrix.trace_mul_comm, ← mul_assoc,
    Matrix.nonsing_inv_mul _ (isUnit_det_sliceProduct B hB s k), one_mul]

end

end GreenFunctionWrapping
```

```lean
#print axioms GreenFunctionWrapping.isUnit_of_wrap
-- 'GreenFunctionWrapping.isUnit_of_wrap' depends on axioms: [propext, Classical.choice, Quot.sound]
#print axioms GreenFunctionWrapping.green_propagate
-- 'GreenFunctionWrapping.green_propagate' depends on axioms: [propext, Classical.choice, Quot.sound]
```
